# Two finite baths whose moments agree at every order below their total number of levels agree at all orders

The declaration concerns two finite, non-interacting baths, each given by a complex matrix on its levels, `B` or `B'`, and a coupling vector, `V` or `V'`. The moment of order k is ⟨V, BᵏV⟩, with no normalisation of V (the normalised moment would be this divided by ⟨V, V⟩, for V nonzero), and the matrices need not be Hermitian. If the two baths' moments agree for every k below the sum of their numbers of levels, they agree for every k. The attempt divides Xᵏ by the product of the two characteristic polynomials, which annihilates both matrices, and tries to write both moments through the common remainder.

As first written in Lean, the proof fails:

```lean
import Mathlib

open Matrix

namespace BathMomentMatching

noncomputable section

variable {n n' : Type*} [Fintype n] [DecidableEq n] [Fintype n'] [DecidableEq n']

/-- The bath moment `⟨V, B ^ k V⟩` seen through the coupling vector. -/
def bathMoment (V : n → ℂ) (B : Matrix n n ℂ) (k : ℕ) : ℂ :=
  star V ⬝ᵥ (B ^ k *ᵥ V)

/-- Any power of two bath matrices is a combination, with the same coefficients for both, of
their powers below the total number of levels. -/
theorem pow_common_combination {R : Type*} [CommRing R] [Nontrivial R]
    (B : Matrix n n R) (B' : Matrix n' n' R) (k : ℕ) :
    ∃ c : ℕ → R,
      B ^ k = ∑ i ∈ Finset.range (Fintype.card n + Fintype.card n'), c i • B ^ i ∧
      B' ^ k = ∑ i ∈ Finset.range (Fintype.card n + Fintype.card n'), c i • B' ^ i := by
  -- divide by the product of the characteristic polynomials, which annihilates both baths
  have hm : (B.charpoly * B'.charpoly).Monic := B.charpoly_monic.mul B'.charpoly_monic
  have hdeg : (B.charpoly * B'.charpoly).natDegree = Fintype.card n + Fintype.card n' := by
    rw [B.charpoly_monic.natDegree_mul B'.charpoly_monic,
      Matrix.charpoly_natDegree_eq_dim, Matrix.charpoly_natDegree_eq_dim]
  obtain ⟨r, s, hdiv, hlt⟩ : ∃ r s : Polynomial R,
      r + (B.charpoly * B'.charpoly) * s = Polynomial.X ^ k ∧
      r.degree < (B.charpoly * B'.charpoly).degree := by
    refine ⟨(Polynomial.X ^ k) %ₘ (B.charpoly * B'.charpoly),
      (Polynomial.X ^ k) /ₘ (B.charpoly * B'.charpoly), ?_,
      Polynomial.degree_modByMonic_lt (Polynomial.X ^ k) hm⟩
    exact Polynomial.modByMonic_add_div (Polynomial.X ^ k) (B.charpoly * B'.charpoly)
  have e : Polynomial.aeval B r = B ^ k := by
    simpa [Matrix.aeval_self_charpoly] using congrArg (Polynomial.aeval B) hdiv
  have e' : Polynomial.aeval B' r = B' ^ k := by
    simpa [Matrix.aeval_self_charpoly] using congrArg (Polynomial.aeval B') hdiv
  by_cases hr : r = 0
  · subst hr
    exact ⟨0, by rw [← e]; simp, by rw [← e']; simp⟩
  · rw [Polynomial.degree_eq_natDegree hm.ne_zero, hdeg] at hlt
    have hN := (Polynomial.natDegree_lt_iff_degree_lt hr).2 hlt
    exact ⟨r.coeff, by rw [← e, Polynomial.aeval_eq_sum_range' hN],
      by rw [← e', Polynomial.aeval_eq_sum_range' hN]⟩

/-- Bath moments that agree at all orders below the total number of levels in the two baths
agree at every order. -/
theorem bathMoments_agree_of_lt (V : n → ℂ) (V' : n' → ℂ)
    (B : Matrix n n ℂ) (B' : Matrix n' n' ℂ)
    (h : ∀ k < Fintype.card n + Fintype.card n', bathMoment V B k = bathMoment V' B' k)
    (k : ℕ) : bathMoment V B k = bathMoment V' B' k := by
  -- the product of the characteristic polynomials annihilates both baths
  obtain ⟨p, hp⟩ : ∃ p, p = B.charpoly * B'.charpoly := ⟨_, rfl⟩
  have hm : p.Monic := hp ▸ B.charpoly_monic.mul B'.charpoly_monic
  have hdeg : p.natDegree = Fintype.card n + Fintype.card n' := by
    rw [hp, B.charpoly_monic.natDegree_mul B'.charpoly_monic,
      Matrix.charpoly_natDegree_eq_dim, Matrix.charpoly_natDegree_eq_dim]
  have hB : Polynomial.aeval B p = 0 := by
    rw [hp, map_mul, Matrix.aeval_self_charpoly, zero_mul]
  have hB' : Polynomial.aeval B' p = 0 := by
    rw [hp, map_mul, Matrix.aeval_self_charpoly, mul_zero]
  have hdiv : (Polynomial.X ^ k) %ₘ p + p * ((Polynomial.X ^ k) /ₘ p) = Polynomial.X ^ k := by
    first
      | exact Polynomial.modByMonic_add_div _ hm
      | exact Polynomial.modByMonic_add_div _ _
  have e := congrArg (Polynomial.aeval B) hdiv
  have e' := congrArg (Polynomial.aeval B') hdiv
  rw [map_add, map_mul, hB, zero_mul, add_zero, map_pow, Polynomial.aeval_X] at e
  rw [map_add, map_mul, hB', zero_mul, add_zero, map_pow, Polynomial.aeval_X] at e'
  rw [bathMoment_of_aeval V B k _ e, bathMoment_of_aeval V' B' k _ e']
  refine Finset.sum_congr rfl fun i _ => ?_
  by_cases hi : i < Fintype.card n + Fintype.card n'
  · rw [h i hi]
  · have hlt := Polynomial.degree_modByMonic_lt (Polynomial.X ^ k) hm
    rw [Polynomial.degree_eq_natDegree hm.ne_zero, hdeg] at hlt
    have hc : ((Polynomial.X ^ k) %ₘ p).coeff i = 0 :=
      Polynomial.coeff_eq_zero_of_degree_lt
        (lt_of_lt_of_le hlt (by exact_mod_cast not_lt.mp hi))
    rw [hc, zero_mul, zero_mul]

end

end BathMomentMatching
```

The compiler's answer:

```
Main.lean:64:14: error: (deterministic) timeout at `isDefEq`, maximum number of heartbeats (200000) has been reached

Note: Use `set_option maxHeartbeats <num>` to set the limit.

Hint: Additional diagnostic information may be available using the `set_option diagnostics true` command.
Main.lean:46:0: error: (deterministic) timeout at `whnf`, maximum number of heartbeats (200000) has been reached

Note: Use `set_option maxHeartbeats <num>` to set the limit.

Hint: Additional diagnostic information may be available using the `set_option diagnostics true` command.
```

Cause. The first message says that Lean spent its heartbeat limit in a definitional equality check while elaborating `Polynomial.modByMonic_add_div _ hm`. The second reports the same limit, reached in `whnf`, against the declaration as a whole. The lemma's second explicit argument is the divisor, as its use in `pow_common_combination` shows, so `hm`, a proof that the divisor is monic, does not fit. The `first` block was meant to pass on to the next alternative, but it does not catch a heartbeat timeout. The messages do not show which comparison was costly.

The repair removes the division from this proof and takes the common coefficients from `pow_common_combination`, which already carries it out over a general commutative ring. After `bathMoment` is unfolded and the powers are rewritten, `simp only` carries the sums and coefficients out of the products. Each index now lies in `Finset.range`, so `h` applies to every term and the old case split is not needed. The repair also removes the calls to `bathMoment_of_aeval`, which the file never declares and which would have failed next.

The change, after which it compiles:

```diff
@@ -50,32 +50,11 @@
     (h : ∀ k < Fintype.card n + Fintype.card n', bathMoment V B k = bathMoment V' B' k)
     (k : ℕ) : bathMoment V B k = bathMoment V' B' k := by
-  -- the product of the characteristic polynomials annihilates both baths
-  obtain ⟨p, hp⟩ : ∃ p, p = B.charpoly * B'.charpoly := ⟨_, rfl⟩
-  have hm : p.Monic := hp ▸ B.charpoly_monic.mul B'.charpoly_monic
-  have hdeg : p.natDegree = Fintype.card n + Fintype.card n' := by
-    rw [hp, B.charpoly_monic.natDegree_mul B'.charpoly_monic,
-      Matrix.charpoly_natDegree_eq_dim, Matrix.charpoly_natDegree_eq_dim]
-  have hB : Polynomial.aeval B p = 0 := by
-    rw [hp, map_mul, Matrix.aeval_self_charpoly, zero_mul]
-  have hB' : Polynomial.aeval B' p = 0 := by
-    rw [hp, map_mul, Matrix.aeval_self_charpoly, mul_zero]
-  have hdiv : (Polynomial.X ^ k) %ₘ p + p * ((Polynomial.X ^ k) /ₘ p) = Polynomial.X ^ k := by
-    first
-      | exact Polynomial.modByMonic_add_div _ hm
-      | exact Polynomial.modByMonic_add_div _ _
-  have e := congrArg (Polynomial.aeval B) hdiv
-  have e' := congrArg (Polynomial.aeval B') hdiv
-  rw [map_add, map_mul, hB, zero_mul, add_zero, map_pow, Polynomial.aeval_X] at e
-  rw [map_add, map_mul, hB', zero_mul, add_zero, map_pow, Polynomial.aeval_X] at e'
-  rw [bathMoment_of_aeval V B k _ e, bathMoment_of_aeval V' B' k _ e']
-  refine Finset.sum_congr rfl fun i _ => ?_
-  by_cases hi : i < Fintype.card n + Fintype.card n'
-  · rw [h i hi]
-  · have hlt := Polynomial.degree_modByMonic_lt (Polynomial.X ^ k) hm
-    rw [Polynomial.degree_eq_natDegree hm.ne_zero, hdeg] at hlt
-    have hc : ((Polynomial.X ^ k) %ₘ p).coeff i = 0 :=
-      Polynomial.coeff_eq_zero_of_degree_lt
-        (lt_of_lt_of_le hlt (by exact_mod_cast not_lt.mp hi))
-    rw [hc, zero_mul, zero_mul]
+  obtain ⟨c, e, e'⟩ := pow_common_combination B B' k
+  unfold bathMoment at h ⊢
+  rw [e, e']
+  simp only [Matrix.sum_mulVec, dotProduct_sum, Matrix.smul_mulVec, dotProduct_smul,
+    smul_eq_mul]
+  refine Finset.sum_congr rfl fun i hi => ?_
+  rw [h i (Finset.mem_range.mp hi)]
 
 end
```
